# Static permittivity of a uniformly polarized sphere from the dipole fluctuations of a finite Gibbs ensemble

If I simulate a polar liquid with permittivity 80 as a sphere in vacuum and convert its dipole fluctuations with the formula for a conducting boundary, I get about 3.9. The fluctuations are fine, but the conversion assumes a conductor around the sample where there is vacuum.

As I understand it, the response of the mean dipole moment to a field is $\beta$ times the variance of the moment. Neumann's equation then turns this variance into a permittivity for any permittivity $b$ of the surroundings. Can both steps be proved, with the electrostatics that joins them, in a form that Lean checks? I would like Neumann's equation to come out of the argument and not go in as an assumption.

## From Boltzmann weights to Neumann's equation

Yes, for a finite set of states and a uniformly polarized sphere, with the electrostatic formula for the field inside the sphere taken as given. State $i$ has energy $H_i$ without applied field and dipole moment $M_i$ along the field. In an applied field $E$ its weight is $w_i=\exp(-\beta(H_i-EM_i))$, where $\beta=1/(k_{\rm B}T)$ is the inverse temperature, with the Boltzmann constant $k_{\rm B}$ and the temperature $T$. Write $Z=\sum_i w_i$ and $\langle A\rangle_E=\sum_i A_iw_i/Z$. Since $w_i'=\beta M_iw_i$,

$$Z'=\beta\sum_i M_iw_i,\qquad \Big(\sum_i M_iw_i\Big)'=\beta\sum_i M_i^2w_i,$$

and the quotient rule gives

$$\frac{d\langle M\rangle_E}{dE}=\beta\left(\langle M^2\rangle_E-\langle M\rangle_E^2\right).$$

With $m=\langle M\rangle_E$, expanding the square gives $\langle(M-m)^2\rangle_E=\langle M^2\rangle_E-2m^2+m^2$. The bracket is therefore the variance, and the response is $\beta\,\mathrm{var}(M)$ at every field.

Now let the sample be a sphere of volume $V$ with polarization $P(E)=\langle M\rangle_E/V$. Here $E$ is the field that the cavity would have without the sample. The field inside the sample is

$$E_{\rm in}(E)=E-\frac{P(E)}{\varepsilon_0(2b+1)},$$

where $\varepsilon_0$ is the vacuum permittivity and $b$ is the relative permittivity of the surroundings. Set $y=\beta\,\mathrm{var}(M)/(\varepsilon_0V)$, with the variance taken at zero field. Then

$$P'(0)=\varepsilon_0y,\qquad E_{\rm in}'(0)=\frac{2b+1-y}{2b+1}.$$

The relative permittivity $e$ of the sample is defined by $P'(0)=\varepsilon_0(e-1)E_{\rm in}'(0)$, which reads

$$y(2b+1)=(e-1)(2b+1-y).$$

For $y<2b+1$ this can be solved for $e$:

$$e=1+\frac{y(2b+1)}{2b+1-y}=\frac{2b(1+y)+1}{2b+1-y}.$$

Moving the term $(e-1)y$ to the left gives $y(2b+e)=(e-1)(2b+1)$, and division by $2b+e$ gives Neumann's equation

$$\frac{(e-1)(2b+1)}{2b+e}=y.$$

The division is allowed when $0\le y<2b+1$, and $y\ge0$ holds for $\beta\ge0$ because a variance is never negative. If $2b+e$ were zero, then $(e-1)(2b+1)=0$ with $e-1=-(2b+1)$, so $(2b+1)^2=0$, although $2b+1>0$.

Finally, $y(2b+1)=y(2b+1-y)+y^2$, so

$$e=1+y+\frac{y^2}{2b+1-y}.$$

For $y\neq0$ the last term falls strictly as $b$ grows, and for every $y$ it tends to zero. The limit $1+y$ is the conducting-boundary formula. For permittivity 80 in vacuum, $b=1$ and $y=79\cdot3/82\approx2.89$, which is where the false value 3.89 comes from.

## What the Lean theorems say

The states form a finite type `ι`, and `H` and `M` are real functions on it. `gibbsWeight`, `gibbsMean` and `gibbsVariance` are the weight, the average and the mean squared deviation above. `[Nonempty ι]` requires at least one state. With exactly one, the variance is zero and the permittivity is 1.

- `hasDerivAt_gibbsMean` is the fluctuation formula at any field `E`, for any real `β`.
- `neumann_equation_iff` says that for $0\le y<2b+1$ a number `e` solves Neumann's equation exactly when it equals `neumannPermittivity y b`. The condition `2 * b + e ≠ 0` belongs to the equation: Lean sets division by zero to 0, so at $y=0$ the value $e=-2b$ would otherwise count as a second solution.
- `neumannPermittivity_strictAntiOn` and `neumannPermittivity_tendsto` give the strict decrease in $b$ for $y\neq0$, in the range $y<2b+1$, and the limit $1+y$.
- `permittivity_of_fluctuations` joins the parts. For positive `ε₀`, `V` and `b`, with `V * P E` equal to the mean moment and $y<2b+1$, the constitutive law between the two zero-field derivatives holds exactly when `e` is the Neumann permittivity. Using derivatives allows a nonzero mean moment at zero field. For $\beta\ge0$ the variance gives $y\ge0$, and `neumann_equation_iff` then turns the result into Neumann's equation. The file does not state this combination, or the sign of the variance, as a separate theorem.

The hypothesis $y<2b+1$ is assumed of the ensemble. Physically, it says that the internal field grows with the applied field. The sphere's internal field enters as the definition `sphereField`, in SI units, and is not derived from Maxwell's equations.

`H` is arbitrary and is not tied to `b`. In an application it has to contain the interaction of the sample with its surroundings, so the fluctuations themselves depend on $b$. The decrease in $b$ is a statement at fixed $y$; it does not say that a material changes its permittivity with its surroundings.

The result bears on how a simulation's dipole fluctuations are converted into a static permittivity, within a classical model with finitely many states whose dipole moments do not change with the field.

```lean
import Mathlib

open Filter Topology

namespace DielectricFluctuation

noncomputable section

variable {ι : Type*} [Fintype ι]

/-- Boltzmann weight of state `i` with energy `H i - E * M i` at inverse temperature `β`. -/
def gibbsWeight (β : ℝ) (H M : ι → ℝ) (E : ℝ) (i : ι) : ℝ :=
  Real.exp (-β * (H i - E * M i))

/-- Gibbs average of an observable `A` in the field `E`, for a nonempty set of states. -/
def gibbsMean (β : ℝ) (H M : ι → ℝ) (E : ℝ) (A : ι → ℝ) : ℝ :=
  (∑ i, A i * gibbsWeight β H M E i) / ∑ i, gibbsWeight β H M E i

/-- Mean squared deviation of the dipole moment `M` from its Gibbs average in the field `E`,
for a nonempty set of states. -/
def gibbsVariance (β : ℝ) (H M : ι → ℝ) (E : ℝ) : ℝ :=
  gibbsMean β H M E (fun i => (M i - gibbsMean β H M E M) ^ 2)

/-- Field inside a sphere of uniform polarization `P` embedded in a medium of relative
permittivity `b`, when the applied field in the cavity is `E₀`; here `ε₀ ≠ 0` and
`2 * b + 1 ≠ 0`. -/
def sphereField (ε₀ b E₀ P : ℝ) : ℝ := E₀ - P / (ε₀ * (2 * b + 1))

/-- Permittivity of the sample as a function of the fluctuation strength `y` and the boundary
permittivity `b`, for `2 * b + 1 ≠ y`. -/
def neumannPermittivity (y b : ℝ) : ℝ := (2 * b * (1 + y) + 1) / (2 * b + 1 - y)

/-- The partition function of a nonempty finite ensemble is positive. -/
theorem partition_pos [Nonempty ι] (β : ℝ) (H M : ι → ℝ) (E : ℝ) :
    0 < ∑ i, gibbsWeight β H M E i :=
  Finset.sum_pos (fun _ _ => Real.exp_pos _) Finset.univ_nonempty

/-- In a nonempty finite ensemble the variance of the dipole moment is the mean square minus
the square of the mean. -/
theorem gibbsVariance_eq [Nonempty ι] (β : ℝ) (H M : ι → ℝ) (E : ℝ) :
    gibbsVariance β H M E =
      gibbsMean β H M E (fun i => M i ^ 2) - gibbsMean β H M E M ^ 2 := by
  have hne := (partition_pos β H M E).ne'
  -- expand the square under the weighted sum
  have h : ∀ m : ℝ, ∑ i, (M i - m) ^ 2 * gibbsWeight β H M E i =
      ∑ i, M i ^ 2 * gibbsWeight β H M E i - 2 * m * ∑ i, M i * gibbsWeight β H M E i
        + m ^ 2 * ∑ i, gibbsWeight β H M E i := by
    intro m
    rw [Finset.mul_sum, Finset.mul_sum, ← Finset.sum_sub_distrib, ← Finset.sum_add_distrib]
    exact Finset.sum_congr rfl fun i _ => by ring
  simp only [gibbsVariance, gibbsMean]
  rw [h]
  field_simp
  ring

/-- Fluctuation formula: in a nonempty finite ensemble the derivative of the mean dipole moment
with respect to the field is `β` times the variance of the dipole moment, at every field. -/
theorem hasDerivAt_gibbsMean [Nonempty ι] (β : ℝ) (H M : ι → ℝ) (E : ℝ) :
    HasDerivAt (fun x => gibbsMean β H M x M) (β * gibbsVariance β H M E) E := by
  have hne := (partition_pos β H M E).ne'
  -- each Boltzmann weight responds in proportion to its dipole moment
  have hw : ∀ i, HasDerivAt (fun x => gibbsWeight β H M x i)
      (β * M i * gibbsWeight β H M E i) E := by
    intro i
    have h : HasDerivAt (fun x : ℝ => -β * (H i - x * M i)) (β * M i) E :=
      ((((hasDerivAt_id' E).mul_const (M i)).const_sub (H i)).const_mul (-β)).congr_deriv
        (by ring)
    exact h.exp.congr_deriv (by simp only [gibbsWeight]; ring)
  have hZ : HasDerivAt (fun x => ∑ i, gibbsWeight β H M x i)
      (β * ∑ i, M i * gibbsWeight β H M E i) E := by
    refine (HasDerivAt.fun_sum fun i _ => hw i).congr_deriv ?_
    rw [Finset.mul_sum]
    exact Finset.sum_congr rfl fun i _ => by ring
  have hN : HasDerivAt (fun x => ∑ i, M i * gibbsWeight β H M x i)
      (β * ∑ i, M i ^ 2 * gibbsWeight β H M E i) E := by
    refine (HasDerivAt.fun_sum fun i _ => (hw i).const_mul (M i)).congr_deriv ?_
    rw [Finset.mul_sum]
    exact Finset.sum_congr rfl fun i _ => by ring
  -- the quotient rule produces the variance
  refine (hN.fun_div hZ hne).congr_deriv ?_
  rw [gibbsVariance_eq]
  simp only [gibbsMean]
  field_simp

/-- For `0 ≤ y < 2 * b + 1`, Neumann's equation with nonzero denominator has exactly one
solution `e`, the Neumann permittivity. -/
theorem neumann_equation_iff {y b : ℝ} (hy : 0 ≤ y) (hb : y < 2 * b + 1) (e : ℝ) :
    (2 * b + e ≠ 0 ∧ (e - 1) * (2 * b + 1) / (2 * b + e) = y) ↔
      e = neumannPermittivity y b := by
  have hd : 2 * b + 1 - y ≠ 0 := (sub_pos.mpr hb).ne'
  have hc : 0 < 2 * b + 1 := lt_of_le_of_lt hy hb
  rw [neumannPermittivity, eq_div_iff hd]
  constructor
  · rintro ⟨h0, h⟩
    rw [div_eq_iff h0] at h
    linear_combination h
  · intro h
    -- a vanishing denominator would force `(2 * b + 1) ^ 2 = 0`
    have h0 : 2 * b + e ≠ 0 := by
      intro h0
      have hsq : (2 * b + 1) ^ 2 = 0 := by
        linear_combination (2 * b + 1 - y) * h0 - h
      exact (pow_pos hc 2).ne' hsq
    refine ⟨h0, ?_⟩
    rw [div_eq_iff h0]
    linear_combination h

/-- For `y < 2 * b + 1` the Neumann permittivity is `1 + y` plus the boundary correction
`y ^ 2 / (2 * b + 1 - y)`. -/
theorem neumannPermittivity_eq {y b : ℝ} (hb : y < 2 * b + 1) :
    neumannPermittivity y b = 1 + y + y ^ 2 / (2 * b + 1 - y) := by
  have hd : 2 * b + 1 - y ≠ 0 := (sub_pos.mpr hb).ne'
  rw [neumannPermittivity, div_eq_iff hd, add_mul, div_mul_cancel₀ _ hd]
  ring

/-- At fixed `y ≠ 0` the Neumann permittivity strictly decreases with the boundary permittivity
`b` in the range `y < 2 * b + 1`. -/
theorem neumannPermittivity_strictAntiOn {y : ℝ} (hy : y ≠ 0) :
    StrictAntiOn (neumannPermittivity y) {b | y < 2 * b + 1} := by
  intro b hb c hc hbc
  change y < 2 * b + 1 at hb
  change y < 2 * c + 1 at hc
  rw [neumannPermittivity_eq hb, neumannPermittivity_eq hc]
  have h : y ^ 2 / (2 * c + 1 - y) < y ^ 2 / (2 * b + 1 - y) :=
    div_lt_div_of_pos_left (by positivity) (by linarith) (by linarith)
  linarith

/-- As the boundary permittivity grows without bound, the Neumann permittivity tends to the
conducting-boundary value `1 + y`. -/
theorem neumannPermittivity_tendsto (y : ℝ) :
    Tendsto (neumannPermittivity y) atTop (𝓝 (1 + y)) := by
  have h : Tendsto (fun b : ℝ => 2 * b + (1 - y)) atTop atTop :=
    tendsto_atTop_add_const_right _ _ (tendsto_id.const_mul_atTop two_pos)
  have h2 := (h.const_div_atTop (y ^ 2)).const_add (1 + y)
  rw [add_zero] at h2
  refine h2.congr' ?_
  filter_upwards [eventually_gt_atTop ((y - 1) / 2)] with b hb
  have hb' : y < 2 * b + 1 := by linarith
  rw [neumannPermittivity_eq hb', add_sub_assoc]

/-- Let a sphere in a medium with `b > 0` and `y < 2 * b + 1` acquire the polarization
`ε₀ * y * E₀` in a nonzero applied field, with `ε₀ ≠ 0`. The constitutive law with the internal
field holds exactly when `e` is the Neumann permittivity. -/
theorem constitutive_law_iff {ε₀ b y E₀ P : ℝ} (hε : ε₀ ≠ 0) (hb : 0 < b)
    (hy : y < 2 * b + 1) (hE : E₀ ≠ 0) (hP : P = ε₀ * y * E₀) (e : ℝ) :
    P = ε₀ * (e - 1) * sphereField ε₀ b E₀ P ↔ e = neumannPermittivity y b := by
  have hd : 2 * b + 1 - y ≠ 0 := (sub_pos.mpr hy).ne'
  have hc : 2 * b + 1 ≠ 0 := by positivity
  subst hP
  -- the internal field is a constant multiple of the applied field
  have hf : sphereField ε₀ b E₀ (ε₀ * y * E₀) = E₀ * (2 * b + 1 - y) / (2 * b + 1) := by
    unfold sphereField
    field_simp
  rw [hf, neumannPermittivity, eq_div_iff hd, ← mul_div_assoc, eq_div_iff hc]
  constructor
  · intro h
    exact mul_left_cancel₀ (mul_ne_zero hε hE) (by linear_combination -h)
  · intro h
    linear_combination -(ε₀ * E₀) * h

/-- Permittivity from dipole fluctuations: let a sphere of volume `V > 0` in a medium with
`b > 0` have polarization `P` equal to its mean Gibbs dipole moment per volume, with `ε₀ > 0`
and `y = β var(M) / (ε₀ V) < 2 * b + 1` at zero field. The linear-response constitutive law
holds exactly when `e` is the Neumann permittivity at this `y`. -/
theorem permittivity_of_fluctuations [Nonempty ι] {β ε₀ V b : ℝ} {H M : ι → ℝ} {P : ℝ → ℝ}
    (hε : 0 < ε₀) (hV : 0 < V) (hb : 0 < b)
    (hP : ∀ E, V * P E = gibbsMean β H M E M)
    (hy : β * gibbsVariance β H M 0 / (ε₀ * V) < 2 * b + 1) (e : ℝ) :
    deriv P 0 = ε₀ * (e - 1) * deriv (fun E => sphereField ε₀ b E (P E)) 0 ↔
      e = neumannPermittivity (β * gibbsVariance β H M 0 / (ε₀ * V)) b := by
  have hε' := hε.ne'
  have hV' := hV.ne'
  have hPfun : P = fun E => gibbsMean β H M E M / V := by
    funext E
    rw [eq_div_iff hV', mul_comm]
    exact hP E
  -- linear response of the polarization and of the internal field
  have hPd : HasDerivAt P (β * gibbsVariance β H M 0 / V) 0 := by
    rw [hPfun]
    exact (hasDerivAt_gibbsMean β H M 0).div_const V
  have hF : HasDerivAt (fun E => sphereField ε₀ b E (P E))
      (sphereField ε₀ b 1 (β * gibbsVariance β H M 0 / V)) 0 :=
    (hasDerivAt_id' (0 : ℝ)).fun_sub (hPd.div_const (ε₀ * (2 * b + 1)))
  rw [hPd.deriv, hF.deriv]
  exact constitutive_law_iff hε' hb hy one_ne_zero (by field_simp) e

end

end DielectricFluctuation
```

```lean
#print axioms DielectricFluctuation.neumann_equation_iff
#print axioms DielectricFluctuation.neumannPermittivity_strictAntiOn
#print axioms DielectricFluctuation.neumannPermittivity_tendsto
#print axioms DielectricFluctuation.permittivity_of_fluctuations
```

```
'DielectricFluctuation.neumann_equation_iff' depends on axioms: [propext, Classical.choice, Quot.sound]
'DielectricFluctuation.neumannPermittivity_strictAntiOn' depends on axioms: [propext, Classical.choice, Quot.sound]
'DielectricFluctuation.neumannPermittivity_tendsto' depends on axioms: [propext, Classical.choice, Quot.sound]
'DielectricFluctuation.permittivity_of_fluctuations' depends on axioms: [propext, Classical.choice, Quot.sound]
```

## How Lean carries out the calculation

`partition_pos` shows $Z>0$, which permits division by $Z$. In `gibbsVariance_eq`, the step `h` expands the square under the weighted sum for an arbitrary number `m`; the mean is then put in for `m`.

`hasDerivAt_gibbsMean` follows the differentiation by hand. `hw` is the derivative of one weight, `hZ` that of the partition function, and `hN` that of the numerator. `hN.fun_div hZ hne` is the quotient rule, and `gibbsVariance_eq` identifies the result as the variance.

In `neumann_equation_iff` the denominators are cleared, and `linear_combination` checks that the two polynomial equations agree. The inner `h0` is the argument that a vanishing denominator would force $(2b+1)^2=0$.

`neumannPermittivity_eq` splits off the correction $y^2/(2b+1-y)$. The monotonicity proof compares this fraction at two values of $b$. The limit proof sends its denominator to infinity and uses the split form only for $b>(y-1)/2$, where it is valid.

`constitutive_law_iff` treats a polarization proportional to the applied field $E_0$. Its step `hf` computes the internal field as $E_0(2b+1-y)/(2b+1)$, and the common factor $\varepsilon_0E_0$ then cancels.

The last theorem reduces to this one. `hPd` differentiates the polarization by the fluctuation formula. `hF` shows that the derivative of the internal field is again a `sphereField`, with applied field 1 and polarization $P'(0)$, because the expression is linear in both. `constitutive_law_iff` with $E_0=1$ finishes the proof.

## A vector dipole moment

The file uses the component of the moment along the field. With a vector $\mathbf M_i$ and energies $H_i-\mathbf E\cdot\mathbf M_i$, the response would be $\beta$ times the covariance matrix of the components, and the permittivity would in general be a tensor. It is a scalar if the covariance matrix at zero field is a multiple of the identity, as for an isotropic liquid. In that case $\mathrm{var}(M)$ is one third of $\langle|\mathbf M|^2\rangle-|\langle\mathbf M\rangle|^2$, which puts a factor 3 in the denominator of $y$.
